# One-body operators do not connect two Slater determinants when two orbitals of one are orthogonal to all orbitals of the other

## What it means to differ in two orbitals

The familiar rule says that a one-body operator has no matrix element between determinants that differ in two orbitals, and before anything can be stated exactly the word "differ" needs a definition. For determinants built from one common orthonormal basis it can be read as a comparison of index sets. The condition adopted here is stated through orbital overlaps. Two families of one-particle vectors $u_i$ and $v_j$ are given, with no normalisation, orthogonality or linear independence assumed within either family, and two of the $u_i$ are required to be orthogonal to every $v_j$. Physically, two orbitals of the bra have no component in the subspace spanned by the orbitals of the ket. This is a sufficient condition on the chosen orbitals, not a property of the states alone: mixing the $u_i$ among themselves by a unitary matrix changes their determinant only by a phase, so a zero matrix element stays zero, but the mixed orbitals may no longer satisfy the condition. When all orbitals come from one orthonormal basis, $u_i$ is orthogonal to every $v_j$ exactly when it is not among them, so determinants that differ in two or more basis orbitals satisfy the condition.

A second choice concerns the representation. States are first-quantised wave functions of $N$ labelled particles over a finite one-particle basis of size $d$, so each state is a table of $d^N$ complex amplitudes, and creation and annihilation operators do not appear.

In configuration interaction with a finite orthonormal spin-orbital basis, the rule means that the one-electron part of the Hamiltonian (kinetic energy and nuclear attraction), or a dipole operator, does not couple determinants related by a double excitation. The electron repulsion is a two-body operator and falls outside the one-body statement.

## States and operators

Let $X$ be a finite set with $d$ elements that labels an orthonormal one-particle basis, spin included if desired, and let $\iota$ be a finite set with $N$ elements that labels both particles and orbitals. An orbital is a function $a: X\to\mathbb C$, with $\langle a|b\rangle=\sum_{y\in X}\overline{a(y)}\,b(y)$. A configuration $x$ assigns a basis label $x_k\in X$ to each particle $k\in\iota$, an $N$-particle state is a function $\psi(x)$, and $\langle\phi|\psi\rangle=\sum_x\overline{\phi(x)}\,\psi(x)$.

For families of orbitals $a=(a_k)$ and $u=(u_i)$, the product state and the Slater determinant are
$$\Pi_a(x)=\prod_k a_k(x_k),\qquad \Phi_u(x)=\frac1{\sqrt{N!}}\det\big[u_i(x_k)\big]_{i,k}.$$
A $d\times d$ complex matrix $h$ acts on particle $k$ by
$$(h_k\psi)(x)=\sum_{y\in X}h_{x_k,y}\,\psi(x[k\to y]),$$
where $x[k\to y]$ is $x$ with entry $k$ replaced by $y$. The one-body operator is $\hat H=\sum_k h_k$.

## The vanishing rule and its extension to products

The rule: if $i_1\ne i_2$ and $\langle u_{i_1}|v_j\rangle=\langle u_{i_2}|v_j\rangle=0$ for all $j$, then $\langle\Phi_u|\hat H|\Phi_v\rangle=0$ for every $h$.

It is a case of a more general statement. Let $T\subseteq\iota$ satisfy $\langle u_i|v_j\rangle=0$ for all $i\in T$ and all $j$, and let $\hat H^{(1)},\dots,\hat H^{(m)}$ be the one-body operators of matrices $h^{(1)},\dots,h^{(m)}$. If $m<|T|$, then
$$\langle\Phi_u|\hat H^{(1)}\cdots\hat H^{(m)}|\Phi_v\rangle=0.$$
The rule is $m=1$ with $|T|=2$, and $m=0$ with $|T|=1$ says that the overlap $\langle\Phi_u|\Phi_v\rangle$ vanishes.

## Each operator can change one orbital only

Step 1. A sum over configurations is an independent sum over each $x_k$, so
$$\langle\Pi_a|\Pi_b\rangle=\sum_x\prod_k\overline{a_k(x_k)}\,b_k(x_k)=\prod_k\sum_y\overline{a_k(y)}\,b_k(y)=\prod_k\langle a_k|b_k\rangle .$$

Step 2. In $\Pi_b(x[k\to y])$ only the factor of particle $k$ depends on $y$, so
$$(h_k\Pi_b)(x)=\Big(\sum_y h_{x_k,y}\,b_k(y)\Big)\prod_{l\ne k}b_l(x_l)=\Pi_{b[k\to hb_k]}(x),$$
where $b[k\to hb_k]$ is the family $b$ with $b_k$ replaced by $hb_k$. Summing over $k$ gives $\hat H\,\Pi_b=\sum_k\Pi_{b[k\to hb_k]}$.

Step 3. Suppose $\langle a_k|b_k\rangle=0$ for all particles $k$ in a set $T$ with $|T|>m$. Then $\langle\Pi_a|\hat H^{(1)}\cdots\hat H^{(m)}|\Pi_b\rangle=0$, by induction on $m$ for all $b$ and $T$ at once. For $m=0$ the set $T$ is non-empty, and the product in Step 1 has a zero factor. For $m+1$ operators and $|T|>m+1$, the rightmost operator acts first:
$$\langle\Pi_a|\hat H^{(1)}\cdots\hat H^{(m+1)}|\Pi_b\rangle=\sum_k\langle\Pi_a|\hat H^{(1)}\cdots\hat H^{(m)}|\Pi_{b[k\to h^{(m+1)}b_k]}\rangle .$$
In term $k$ the orbitals of the particles $l\in T\setminus\{k\}$ are unchanged and still orthogonal to $a_l$, and $|T\setminus\{k\}|\ge|T|-1>m$. The induction hypothesis makes every term zero.

Step 4. For a permutation $\sigma$ of $\iota$, let $u\circ\sigma$ be the family with $k$-th orbital $u_{\sigma(k)}$. The Leibniz formula gives $\Phi_u=\frac1{\sqrt{N!}}\sum_\sigma\operatorname{sgn}(\sigma)\,\Pi_{u\circ\sigma}$, and with a second permutation $\tau$ for the ket,
$$\langle\Phi_u|\hat H^{(1)}\cdots\hat H^{(m)}|\Phi_v\rangle=\frac1{N!}\sum_{\sigma,\tau}\operatorname{sgn}(\sigma)\operatorname{sgn}(\tau)\,\langle\Pi_{u\circ\sigma}|\hat H^{(1)}\cdots\hat H^{(m)}|\Pi_{v\circ\tau}\rangle .$$
For $k\in\sigma^{-1}(T)$ the overlap $\langle u_{\sigma(k)}|v_{\tau(k)}\rangle$ is zero whatever $\tau$ is, because $u_{\sigma(k)}$ is orthogonal to every $v_j$. Since $|\sigma^{-1}(T)|=|T|>m$, Step 3 applies to each pair $(\sigma,\tau)$. The terms vanish one by one, so no cancellation between signs is used.

## Two particles in four orbitals

Take $N=2$ with labels $0,1$, and $d=4$ with unit vectors $e_0,\dots,e_3$. Write $S_{ij}=\langle u_i|v_j\rangle$ and $M_{ij}=\langle u_i|hv_j\rangle$. Steps 1, 2 and 4 give four pairs of permutations with two terms each; these eight terms coincide in pairs, which cancels the prefactor $1/2$:
$$\langle\Phi_u|\hat H|\Phi_v\rangle=M_{00}S_{11}+S_{00}M_{11}-M_{01}S_{10}-S_{01}M_{10}.$$
Let $h_{yz}=y+z+1$ for $y,z\in\{0,1,2,3\}$, $u=(e_0,e_1)$ and $v=(e_2,e_3)$. Then $\Phi_u=(e_0\otimes e_1-e_1\otimes e_0)/\sqrt2$ and $\Phi_v=(e_2\otimes e_3-e_3\otimes e_2)/\sqrt2$ are normalised, $S=0$, and
$$M=\begin{pmatrix}h_{02}&h_{03}\\h_{12}&h_{13}\end{pmatrix}=\begin{pmatrix}3&4\\4&5\end{pmatrix}.$$
Every one-particle element between the two families is non-zero, yet the matrix element is $3\cdot0+0\cdot5-4\cdot0-0\cdot4=0$.

## One orthogonal orbital, or one operator too many

With only one orthogonal orbital the conclusion can fail. The smallest case is $N=1$, $d=2$, $u_0=(1,0)$, $v_0=(0,1)$ and $h$ the Pauli $x$ matrix: the determinants are the orbitals themselves, $\langle u_0|v_0\rangle=0$, and $\langle u_0|hv_0\rangle=1$. This case is a theorem of the file. It also shows the need for $i_1\neq i_2$, since with $i_1=i_2$ the two orthogonality conditions coincide.

In the four-orbital example, replacing $v$ by $(e_2,e_1)$ leaves $u_0$ orthogonal to both ket orbitals but makes $S_{11}=1$, with the other overlaps zero, and the matrix element becomes $M_{00}S_{11}=h_{02}=3$. Keeping $v=(e_2,e_3)$ and taking $m=|T|=2$ also gives a non-zero value. In $\hat H^2=h_0^2+h_1^2+2h_0h_1$ the first two terms form the one-body operator of $h^2$ and drop out, while the matrix element of $h_0h_1$ is $\det M=-1$, so $\langle\Phi_u|\hat H^2|\Phi_v\rangle=-2$. The values $3$ and $-2$, the two-particle formula and the dimension count given below are worked out in prose only and are not among the theorems.

## The Lean objects and their physical reading

Orbitals have type `X → ℂ`, families of orbitals `ι → X → ℂ`, configurations `ι → X`, and states `(ι → X) → ℂ`. The expression `star φ ⬝ᵥ ψ`, written out in the file as for instance `star (u i) ⬝ᵥ v j`, conjugates the left argument, so the inner product is antilinear in the bra. The definitions `prodState`, `slater`, `actAt` and `oneBody` are $\Pi_a$, $\Phi_u$, $h_k$ and $\hat H$; `normConst` is $1/\sqrt{N!}$, and `Function.update` is the replacement $[k\to\cdot]$, used both for configurations and for families. In the determinant, rows carry the orbital index and columns the particle index. The product `(hs.map oneBody).prod` composes the operators in list order, so the last matrix of `hs` acts first.

The theorem `slater_condon_oneBody` is the rule, with `hne` for $i_1\ne i_2$ and `h₁`, `h₂` for the two orthogonality conditions. In `slater_chain_eq_zero`, `hT` is the orthogonality of the orbitals in $T$ and `hlen` is $m<|T|$. The theorem `slater_overlap_eq_zero` is the overlap case. The matrix `h` is arbitrary and need not be Hermitian.

The operators act on the full product space, and the antisymmetric subspace is never introduced. The prefactor $1/\sqrt{N!}$ normalises the determinant when the orbitals are orthonormal and in general does not otherwise, which is immaterial for a statement that a matrix element is zero. The one-particle space is finite-dimensional, so continuum wave functions and unbounded operators are not covered. Of the Slater-Condon rules, what is obtained is the vanishing statement for one-body operators and their products. The values of the matrix elements for zero or one differing orbital are not computed in general, and no operator of the form $\sum_{k<l}g_{kl}$, with $g_{kl}$ a pair interaction between particles $k$ and $l$, is defined.

The rule requires $N\ge2$ through `hne`. It has content only for $d\ge N+2$: a non-zero $\Phi_v$ needs $N$ independent $v_j$, and a non-zero $\Phi_u$ needs two independent vectors in their orthogonal complement. The pair $N=2$, $d=4$ is thus the smallest such size, and `slater_condon_witness` confirms for $u=(e_0,e_1)$, $v=(e_2,e_3)$ that all overlaps vanish while neither determinant is the zero function.

```lean
import Mathlib

open Matrix Finset

namespace SlaterCondonOrthogonal

noncomputable section

variable {ι X : Type*} [Fintype ι] [DecidableEq ι] [Fintype X]

/-- The product wave function `x ↦ ∏ₖ aₖ(xₖ)`, with particle `k` in orbital `aₖ`. -/
def prodState (a : ι → X → ℂ) : (ι → X) → ℂ := fun x => ∏ k, a k (x k)

/-- The prefactor `1/√(N!)` for `N` particles. -/
def normConst (ι : Type*) [Fintype ι] : ℂ :=
  ((Real.sqrt (Nat.factorial (Fintype.card ι)) : ℝ) : ℂ)⁻¹

/-- The Slater determinant `x ↦ det[uᵢ(xₖ)] / √(N!)` of an arbitrary family of orbitals. -/
def slater (u : ι → X → ℂ) : (ι → X) → ℂ :=
  fun x => normConst ι * (Matrix.of fun i k => u i (x k)).det

/-- The one-particle matrix `h` acting on particle `k` and as the identity on the others. -/
def actAt (h : Matrix X X ℂ) (k : ι) : Module.End ℂ ((ι → X) → ℂ) where
  toFun ψ := fun x => ∑ y, h (x k) y * ψ (Function.update x k y)
  map_add' := by
    intro a b
    funext x
    simp [mul_add, Finset.sum_add_distrib]
  map_smul' := by
    intro c a
    funext x
    simp [Finset.mul_sum, mul_left_comm]

/-- The one-body operator `∑ₖ hₖ`, the sum of `h` over all particles. -/
def oneBody (h : Matrix X X ℂ) : Module.End ℂ ((ι → X) → ℂ) := ∑ k, actAt h k

/-- The inner product of two product states is the product of the orbital overlaps. -/
theorem inner_prodState (a b : ι → X → ℂ) :
    star (prodState a) ⬝ᵥ prodState b = ∏ k, star (a k) ⬝ᵥ b k := by
  simp only [dotProduct, prodState, Pi.star_apply, star_prod, ← Finset.prod_mul_distrib]
  rw [Finset.prod_univ_sum, Fintype.piFinset_univ]

/-- Acting with `h` on particle `k` of a product state replaces the orbital `bₖ` by `h bₖ`. -/
theorem actAt_prodState (h : Matrix X X ℂ) (k : ι) (b : ι → X → ℂ) :
    actAt h k (prodState b) = prodState (Function.update b k (h *ᵥ b k)) := by
  funext x
  show ∑ y, h (x k) y * ∏ l, b l (Function.update x k y l)
    = ∏ l, Function.update b k (h *ᵥ b k) l (x l)
  -- split off the factor of particle `k` on both sides
  have h1 : ∀ y, ∏ l, b l (Function.update x k y l)
      = b k y * ∏ l ∈ univ.erase k, b l (x l) := by
    intro y
    rw [← Finset.mul_prod_erase _ _ (mem_univ k)]
    simp only [Function.update_self]
    congr 1
    exact Finset.prod_congr rfl fun l hl => by
      rw [Function.update_of_ne (Finset.ne_of_mem_erase hl)]
  have h2 : ∏ l, Function.update b k (h *ᵥ b k) l (x l)
      = (h *ᵥ b k) (x k) * ∏ l ∈ univ.erase k, b l (x l) := by
    rw [← Finset.mul_prod_erase _ _ (mem_univ k)]
    simp only [Function.update_self]
    congr 1
    exact Finset.prod_congr rfl fun l hl => by
      rw [Function.update_of_ne (Finset.ne_of_mem_erase hl)]
  rw [h2]
  simp only [h1, Matrix.mulVec, dotProduct, Finset.sum_mul, mul_assoc]

/-- A one-body operator maps a product state to the sum of the product states in which a
single orbital `bₖ` is replaced by `h bₖ`. -/
theorem oneBody_prodState (h : Matrix X X ℂ) (b : ι → X → ℂ) :
    oneBody h (prodState b) = ∑ k, prodState (Function.update b k (h *ᵥ b k)) := by
  simp only [oneBody, LinearMap.sum_apply, actAt_prodState]

/-- If `aₖ ⊥ bₖ` for all particles `k` in a set `T`, a product of fewer than `|T|` one-body
operators has zero matrix element between the product states of `a` and `b`. -/
theorem prodState_chain_eq_zero (a : ι → X → ℂ) (hs : List (Matrix X X ℂ))
    (b : ι → X → ℂ) (T : Finset ι) (hT : ∀ k ∈ T, star (a k) ⬝ᵥ b k = 0)
    (hlen : hs.length < T.card) :
    star (prodState a) ⬝ᵥ (hs.map oneBody).prod (prodState b) = 0 := by
  induction hs using List.reverseRecOn generalizing b T with
  | nil =>
    obtain ⟨k, hk⟩ := Finset.card_pos.mp (lt_of_le_of_lt (Nat.zero_le _) hlen)
    simp only [List.map_nil, List.prod_nil, Module.End.one_apply, inner_prodState]
    exact Finset.prod_eq_zero (mem_univ k) (hT k hk)
  | append_singleton hs h ih =>
    rw [List.map_append, List.prod_append, Module.End.mul_apply]
    simp only [List.map_cons, List.map_nil, List.prod_cons, List.prod_nil, mul_one]
    rw [oneBody_prodState, map_sum, dotProduct_sum]
    refine Finset.sum_eq_zero fun k _ => ?_
    -- the operator applied first spoils orthogonality in slot `k` only
    refine ih _ (T.erase k) (fun l hl => ?_) ?_
    · rw [Function.update_of_ne (Finset.ne_of_mem_erase hl)]
      exact hT l (Finset.mem_of_mem_erase hl)
    · have h1 : T.card - 1 ≤ (T.erase k).card := Finset.pred_card_le_card_erase
      simp only [List.length_append, List.length_singleton] at hlen
      omega

omit [Fintype X] in
/-- A Slater determinant is the signed sum over permutations of product states, times
`1/√(N!)`. -/
theorem slater_eq_sum (u : ι → X → ℂ) :
    slater u = ∑ σ : Equiv.Perm ι,
      (normConst ι * ((Equiv.Perm.sign σ : ℤ) : ℂ)) • prodState (fun k => u (σ k)) := by
  funext x
  simp only [slater, Matrix.det_apply', Matrix.of_apply, Finset.sum_apply, Pi.smul_apply,
    smul_eq_mul, prodState, Finset.mul_sum, mul_assoc]

/-- If the orbitals `uᵢ` with `i` in a set `T` are orthogonal to every `vⱼ`, a product of fewer
than `|T|` one-body operators has zero matrix element between the two Slater determinants. -/
theorem slater_chain_eq_zero (u v : ι → X → ℂ) (hs : List (Matrix X X ℂ)) (T : Finset ι)
    (hT : ∀ i ∈ T, ∀ j, star (u i) ⬝ᵥ v j = 0) (hlen : hs.length < T.card) :
    star (slater u) ⬝ᵥ (hs.map oneBody).prod (slater v) = 0 := by
  -- for each pair of permutations the slots `σ⁻¹(T)` carry orthogonal orbitals
  have key : ∀ σ τ : Equiv.Perm ι, star (prodState fun k => u (σ k)) ⬝ᵥ
      (hs.map oneBody).prod (prodState fun k => v (τ k)) = 0 := by
    intro σ τ
    refine prodState_chain_eq_zero _ hs _ (T.map σ.symm.toEmbedding) (fun k hk => ?_) ?_
    · have hk' : σ k ∈ T := by simpa using Finset.mem_map_equiv.mp hk
      exact hT _ hk' _
    · rwa [Finset.card_map]
  rw [slater_eq_sum u, slater_eq_sum v]
  simp only [map_sum, map_smul, star_sum, star_smul, sum_dotProduct, dotProduct_sum,
    smul_dotProduct, dotProduct_smul, key, smul_zero, Finset.sum_const_zero]

/-- Slater-Condon rule: if two of the orbitals `uᵢ` are orthogonal to every `vⱼ`, the sum of
any one-particle matrix `h` over all particles has zero matrix element between the Slater
determinants of `u` and `v`. -/
theorem slater_condon_oneBody (u v : ι → X → ℂ) (h : Matrix X X ℂ) (i₁ i₂ : ι)
    (hne : i₁ ≠ i₂) (h₁ : ∀ j, star (u i₁) ⬝ᵥ v j = 0) (h₂ : ∀ j, star (u i₂) ⬝ᵥ v j = 0) :
    star (slater u) ⬝ᵥ oneBody h (slater v) = 0 := by
  have hT : ∀ i ∈ ({i₁, i₂} : Finset ι), ∀ j, star (u i) ⬝ᵥ v j = 0 := by
    intro i hi j
    rcases Finset.mem_insert.mp hi with hi | hi
    · rw [hi]; exact h₁ j
    · rw [Finset.mem_singleton.mp hi]; exact h₂ j
  have := slater_chain_eq_zero u v [h] {i₁, i₂} hT (by simp [Finset.card_pair hne])
  simpa only [List.map_cons, List.map_nil, List.prod_cons, List.prod_nil, mul_one] using this

/-- If one orbital `uᵢ` is orthogonal to every `vⱼ`, the two Slater determinants are
orthogonal. -/
theorem slater_overlap_eq_zero (u v : ι → X → ℂ) (i : ι)
    (hi : ∀ j, star (u i) ⬝ᵥ v j = 0) : star (slater u) ⬝ᵥ slater v = 0 := by
  have := slater_chain_eq_zero u v [] {i}
    (fun l hl j => by rw [Finset.mem_singleton.mp hl]; exact hi j) (by simp)
  simpa only [List.map_nil, List.prod_nil, Module.End.one_apply] using this

/-- For one particle with `u = (1,0)` and `v = (0,1)`, the orbitals are orthogonal while the
matrix element of the Pauli `x` matrix between the determinants equals one. -/
theorem one_orthogonal_not_enough :
    let u : Fin 1 → Fin 2 → ℂ := ![![1, 0]]
    let v : Fin 1 → Fin 2 → ℂ := ![![0, 1]]
    (∀ j, star (u 0) ⬝ᵥ v j = 0) ∧
      star (slater u) ⬝ᵥ oneBody !![0, 1; 1, 0] (slater v) = 1 := by
  intro u v
  have hs : ∀ w : Fin 1 → Fin 2 → ℂ, slater w = prodState w := by
    intro w
    funext x
    simp [slater, prodState, normConst]
  refine ⟨fun j => ?_, ?_⟩
  · fin_cases j
    simp [u, v, dotProduct, Fin.sum_univ_succ]
  · rw [hs, hs, oneBody_prodState, Fin.sum_univ_one, inner_prodState, Fin.prod_univ_one,
      Function.update_self]
    simp [u, v, dotProduct, Matrix.mulVec, Fin.sum_univ_succ]

/-- For `u = (e₀, e₁)` and `v = (e₂, e₃)` in `ℂ⁴`, both `uᵢ` are orthogonal to every `vⱼ` and
neither Slater determinant vanishes. -/
theorem slater_condon_witness :
    let u : Fin 2 → Fin 4 → ℂ := ![![1, 0, 0, 0], ![0, 1, 0, 0]]
    let v : Fin 2 → Fin 4 → ℂ := ![![0, 0, 1, 0], ![0, 0, 0, 1]]
    (∀ i j, star (u i) ⬝ᵥ v j = 0) ∧ slater u ≠ 0 ∧ slater v ≠ 0 := by
  intro u v
  refine ⟨fun i j => ?_, fun h => ?_, fun h => ?_⟩
  · fin_cases i <;> fin_cases j <;> simp [u, v, dotProduct, Fin.sum_univ_succ]
  · have := congrFun h ![0, 1]
    simp [slater, normConst, Matrix.det_fin_two, u] at this
  · have := congrFun h ![2, 3]
    simp [slater, normConst, Matrix.det_fin_two, v] at this

end

end SlaterCondonOrthogonal
```

```lean
#print axioms SlaterCondonOrthogonal.slater_condon_oneBody
-- 'SlaterCondonOrthogonal.slater_condon_oneBody' depends on axioms: [propext, Classical.choice, Quot.sound]
#print axioms SlaterCondonOrthogonal.slater_overlap_eq_zero
-- 'SlaterCondonOrthogonal.slater_overlap_eq_zero' depends on axioms: [propext, Classical.choice, Quot.sound]
#print axioms SlaterCondonOrthogonal.one_orthogonal_not_enough
-- 'SlaterCondonOrthogonal.one_orthogonal_not_enough' depends on axioms: [propext, Classical.choice, Quot.sound]
```

## From product states to the induction

`inner_prodState` is Step 1. After the two products are merged into one, `Finset.prod_univ_sum` expands the product of sums on the right into a sum over choices of one basis label per particle, and `Fintype.piFinset_univ` identifies these choices with all configurations.

`actAt_prodState` is Step 2, evaluated at a configuration `x`. The local statements `h1` and `h2` use `Finset.mul_prod_erase` to split off the factor of particle `k` on the two sides, and `Function.update_of_ne` shows that the factors with $l\ne k$ are untouched. What remains is to move the common product over `univ.erase k` through the sum over `y`. `oneBody_prodState` sums this identity over `k`.

`prodState_chain_eq_zero` is Step 3. The induction uses `List.reverseRecOn`, which removes the last element of the list, that is, the operator that meets the ket first. The clause `generalizing b T` makes the hypothesis available for every ket family and every set, as needed because both change in the step. In the `nil` case `Finset.card_pos` supplies an element of `T` and `Finset.prod_eq_zero` uses it as the zero factor. In the `append_singleton` case the sum from `oneBody_prodState` is pulled out by `map_sum` and `dotProduct_sum`, and each term is handed to `ih` with the set `T.erase k`. The two remaining goals are the two remarks of Step 3: orthogonality persists away from `k`, and `Finset.pred_card_le_card_erase` gives $|T\setminus\{k\}|\ge|T|-1$.

## From permutations to the final theorems

`slater_eq_sum` is the Leibniz expansion through `Matrix.det_apply'`, whose terms $\prod_k u_{\sigma(k)}(x_k)$ are the product states `prodState (fun k => u (σ k))`. In `slater_chain_eq_zero` the statement `key` is the vanishing for one pair of permutations. The set $\sigma^{-1}(T)$ appears as `T.map σ.symm.toEmbedding`, membership of `k` in it yields `σ k ∈ T`, and `Finset.card_map` gives its size. The closing `simp only` distributes the operator and the inner product over both sums, takes out the scalar coefficients and replaces each term by zero.

`slater_condon_oneBody` specialises to the list `[h]` and the set `{i₁, i₂}`, whose size is two by `Finset.card_pair hne`. `slater_overlap_eq_zero` takes the empty list and `{i}`.

In `one_orthogonal_not_enough`, the auxiliary `hs` identifies the determinant with the product state for one particle, after which Steps 2 and 1 reduce the matrix element to $\langle u_0|hv_0\rangle=1$; `Fin 1` and `Fin 2` count from zero, as in the examples above. In `slater_condon_witness` the four overlaps are checked case by case, and each determinant is shown to be non-zero by evaluating it at one configuration, `![0, 1]` for $u$ and `![2, 3]` for $v$, where the amplitude is $1/\sqrt2$.
